# Circular quadrature at the N-th roots of −1 gives the filter 1/(1+u^N) away from its poles

A Hamiltonian matrix $H$ has many eigenvalues, but a calculation may need only the states whose energies lie in some window, such as the occupied states below a gap. The projector onto those states is $1/(2\pi i)$ times the contour integral of the resolvent $(z-H)^{-1}$, taken anticlockwise around those energies and no others. A code that uses this formula can replace the integral by a sum over $N$ points, and it then applies some other function of the energy. For a circle with equally spaced points, that function has a closed form.

## The filter in closed form

Let the circle have centre $c\in\mathbb C$ and radius $r>0$. For $N\ge 1$ and $j=0,\dots,N-1$, put

$$w_j=e^{i\pi(2j+1)/N},\qquad z_j=c+r\,w_j .$$

On the circle $z=c+re^{i\theta}$ we have $dz=i(z-c)\,d\theta$, so the midpoint rule in $\theta$, with spacing $2\pi/N$ and the prefactor $1/(2\pi i)$, gives each point the weight $(z_j-c)/N$. For an energy $x\in\mathbb C$ with $u=(x-c)/r$ and $u^N\neq-1$,

$$\frac1N\sum_{j=0}^{N-1}\frac{z_j-c}{z_j-x}=\frac1{1+u^N}.$$

For a square complex matrix $H$ with $U=(H-c)/r$ and $1+U^N$ invertible, every $z_j-H$ is invertible and

$$\frac1N\sum_{j=0}^{N-1}(z_j-c)(z_j-H)^{-1}=(1+U^N)^{-1}.$$

The numbers $w_j$ are the $N$ distinct roots of $w^N=-1$, so the scalar condition says that $x$ is not a quadrature point. The matrix condition says that no eigenvalue of $H$ is one.

## Resolvent sums in electronic-structure codes

For a finite one-particle Hamiltonian matrix in an orthonormal basis, the identity gives the factor by which a contour-filtered eigensolver or a pole expansion of the density matrix multiplies each eigenstate when it uses this circular rule. With $N=8$, a state at $u=1/2$ keeps the factor $256/257$, and one at $u=2$ keeps $1/257$. Comparing the computed sum with $1/(1+u^N)$ on a small diagonal matrix is a useful test of the points and weights. Its entries should differ from $c$, because at $u=0$ every term is $1/N$ wherever the points lie.

The parity of $N$ matters when $H$ is Hermitian and $c$ is real. For even $N$ the denominator is at least 1 at every real energy. For odd $N$ the point $w=-1$ puts a pole on the real axis at $c-r$, and the component along an eigenstate with energy close enough to it is amplified.

## From roots of −1 to the resolvent sum

**Powers of the phases.** First, $w_j^N=e^{i\pi(2j+1)}=-1$. Next, write $w_j=w_0\zeta^j$ with $\zeta=e^{2\pi i/N}$. For $0<k<N$ we have $\zeta^k\ne1$ and $\zeta^{kN}=1$, so

$$\sum_{j=0}^{N-1}w_j^k=w_0^k\,\frac{\zeta^{kN}-1}{\zeta^k-1}=0 .$$

**A common denominator.** Let $U$ be a number or a square matrix, and define

$$Q_j=\sum_{k=0}^{N-1}w_j^k\,U^{N-1-k}.$$

The product with $w_j-U$ telescopes:

$$(w_j-U)Q_j=w_j^N-U^N=-(1+U^N).$$

**The sum over the contour.** Exchanging the two sums gives

$$\sum_{j=0}^{N-1} w_jQ_j=\sum_{k=0}^{N-1}\Big(\sum_{j=0}^{N-1} w_j^{k+1}\Big)U^{N-1-k}=-N .$$

Only $k=N-1$ contributes: there each of the $N$ phases gives $w_j^N=-1$, and all lower powers sum to zero.

**Scalar filter.** Take $U=u$. Since $1+u^N\neq0$, the telescoped product is nonzero, and so $w_j\ne u$. With $z_j-c=rw_j$ and $z_j-x=r(w_j-u)$,

$$\frac{z_j-c}{z_j-x}=\frac{w_j}{w_j-u}=-\frac{w_jQ_j}{1+u^N}.$$

Summing over $j$ and dividing by $N$ gives $1/(1+u^N)$.

**Matrix filter.** Here $z_j-H=r(w_j-U)$. The telescoped product shows that $-r^{-1}Q_j(1+U^N)^{-1}$ is a right inverse of $z_j-H$, and for square matrices a right inverse is the inverse. Multiplying by $z_j-c=rw_j$, summing and dividing by $N$ gives $(1+U^N)^{-1}$.

## Lean source for the scalar and matrix filters

```lean
import Mathlib

open Finset

namespace CircularSpectralFilter

noncomputable section

/-- The phase `exp(iπ(2j+1)/N)` of the `j`-th quadrature point, for `N ≥ 1`. -/
def phase (N j : ℕ) : ℂ := Complex.exp (Complex.I * Real.pi * (2 * j + 1) / N)

/-- The `j`-th quadrature point on the circle with centre `c` and radius `r`, for `N ≥ 1`. -/
def contourPoint (c : ℂ) (r : ℝ) (N j : ℕ) : ℂ := c + r * phase N j

/-- The `N`-point quadrature filter at the energy `x`, for `N ≥ 1` and `x` not a
quadrature point. -/
def circleFilter (c : ℂ) (r : ℝ) (N : ℕ) (x : ℂ) : ℂ :=
  (1 / (N : ℂ)) * ∑ j ∈ range N, (contourPoint c r N j - c) / (contourPoint c r N j - x)

/-- The polynomial `∑ₖ wᵏ U^(N-1-k)`, the quotient of `w^N - U^N` by `w - U`. -/
def quotientSum {A : Type*} [Ring A] [Algebra ℂ A] (N : ℕ) (w : ℂ) (U : A) : A :=
  ∑ k ∈ range N, w ^ k • U ^ (N - 1 - k)

variable {n : Type*} [Fintype n] [DecidableEq n]

/-- The Hamiltonian matrix shifted by `c` and measured in units of the radius `r ≠ 0`. -/
def scaledMatrix (c : ℂ) (r : ℝ) (H : Matrix n n ℂ) : Matrix n n ℂ :=
  (r : ℂ)⁻¹ • (H - c • (1 : Matrix n n ℂ))

/-- The quadrature filter of a matrix, a weighted sum of resolvents, for `N ≥ 1` and no
quadrature point an eigenvalue of `H`. -/
def matrixFilter (c : ℂ) (r : ℝ) (N : ℕ) (H : Matrix n n ℂ) : Matrix n n ℂ :=
  (1 / (N : ℂ)) • ∑ j ∈ range N,
    (contourPoint c r N j - c) • (contourPoint c r N j • (1 : Matrix n n ℂ) - H)⁻¹

/-- For `N ≥ 1`, every quadrature phase is an `N`-th root of `-1`. -/
theorem phase_pow {N : ℕ} (hN : N ≠ 0) (j : ℕ) : phase N j ^ N = -1 := by
  have hN' : (N : ℂ) ≠ 0 := Nat.cast_ne_zero.mpr hN
  have h : (N : ℂ) * (Complex.I * Real.pi * (2 * j + 1) / N)
      = Real.pi * Complex.I + j * (2 * Real.pi * Complex.I) := by
    field_simp
    ring
  rw [phase, ← Complex.exp_nat_mul, h, Complex.exp_add, Complex.exp_pi_mul_I,
    Complex.exp_nat_mul, Complex.exp_two_pi_mul_I, one_pow, mul_one]

/-- The `k`-th powers of the `N` quadrature phases sum to zero for `0 < k < N`. -/
theorem sum_phase_pow {N k : ℕ} (hk : 0 < k) (hkN : k < N) :
    ∑ j ∈ range N, phase N j ^ k = 0 := by
  have hζ := Complex.isPrimitiveRoot_exp N (by omega)
  have hfac : ∀ j : ℕ, phase N j
      = phase N 0 * Complex.exp (2 * Real.pi * Complex.I / N) ^ j := by
    intro j
    simp only [phase]
    rw [← Complex.exp_nat_mul, ← Complex.exp_add]
    congr 1
    push_cast
    ring
  generalize Complex.exp (2 * Real.pi * Complex.I / N) = ζ at hζ hfac
  have h1 : ζ ^ k ≠ 1 := fun h => by
    have := Nat.le_of_dvd hk ((hζ.pow_eq_one_iff_dvd k).mp h)
    omega
  have hN1 : (ζ ^ k) ^ N = 1 := by
    rw [← pow_mul, mul_comm, pow_mul, hζ.pow_eq_one, one_pow]
  -- the sum is geometric with ratio `ζ ^ k ≠ 1`
  have hgeo := geom_sum_mul (ζ ^ k) N
  rw [hN1, sub_self] at hgeo
  have hsum := (mul_eq_zero.mp hgeo).resolve_right (sub_ne_zero.mpr h1)
  calc ∑ j ∈ range N, phase N j ^ k
      = phase N 0 ^ k * ∑ j ∈ range N, (ζ ^ k) ^ j := by
        rw [Finset.mul_sum]
        refine Finset.sum_congr rfl fun j _ => ?_
        rw [hfac j]
        ring
    _ = 0 := by rw [hsum, mul_zero]

/-- For `N ≥ 1`, each factor `w_j - U` divides `1 + U^N`, with an explicit polynomial
quotient. -/
theorem phase_sub_mul {A : Type*} [Ring A] [Algebra ℂ A] {N : ℕ} (hN : N ≠ 0) (j : ℕ)
    (U : A) :
    (phase N j • (1 : A) - U) * quotientSum N (phase N j) U = -(1 + U ^ N) := by
  have hc : Commute (algebraMap ℂ A (phase N j)) U := Algebra.commutes _ U
  have h := hc.mul_geom_sum₂ N
  have hp : (algebraMap ℂ A (phase N j)) ^ N = -1 := by
    rw [← map_pow, phase_pow hN, map_neg, map_one]
  rw [hp] at h
  simp only [quotientSum, Algebra.smul_def, map_pow, mul_one]
  rw [h]
  abel

/-- For `N ≥ 1`, the quotients weighted by their phases sum over the contour to `-N`,
whatever `U` is. -/
theorem sum_quotientSum {A : Type*} [Ring A] [Algebra ℂ A] {N : ℕ} (hN : N ≠ 0) (U : A) :
    ∑ j ∈ range N, phase N j • quotientSum N (phase N j) U = (-(N : ℂ)) • (1 : A) := by
  simp only [quotientSum, Finset.smul_sum, smul_smul, ← pow_succ']
  rw [Finset.sum_comm]
  simp only [← Finset.sum_smul]
  -- only the power `k + 1 = N` survives
  rw [Finset.sum_eq_single (N - 1)]
  · have h : N - 1 + 1 = N := by omega
    simp only [h, phase_pow hN, Finset.sum_const, Finset.card_range, Nat.sub_self, pow_zero,
      nsmul_eq_mul, mul_neg, mul_one]
  · intro k hk hne
    have := Finset.mem_range.mp hk
    rw [sum_phase_pow (by omega) (by omega), zero_smul]
  · intro h
    exact absurd (Finset.mem_range.mpr (by omega)) h

/-- For `N ≥ 1`, `r > 0` and `u = (x - c)/r` with `u^N ≠ -1`, the circular quadrature
filter equals `1/(1 + u^N)`. -/
theorem circleFilter_eq {N : ℕ} (hN : N ≠ 0) {c x : ℂ} {r : ℝ} (hr : 0 < r)
    (hu : ((x - c) / r) ^ N ≠ -1) :
    circleFilter c r N x = 1 / (1 + ((x - c) / r) ^ N) := by
  have hr' : (r : ℂ) ≠ 0 := by exact_mod_cast hr.ne'
  have hx : (r : ℂ) * ((x - c) / r) = x - c := by field_simp
  generalize (x - c) / (r : ℂ) = u at hu hx ⊢
  have hD : 1 + u ^ N ≠ 0 := fun h => hu (by linear_combination h)
  -- every term acquires the common denominator `1 + u ^ N`
  have hterm : ∀ j, (contourPoint c r N j - c) / (contourPoint c r N j - x)
      = -(phase N j • quotientSum N (phase N j) u) / (1 + u ^ N) := by
    intro j
    have hq := phase_sub_mul hN j u
    simp only [smul_eq_mul, mul_one] at hq ⊢
    have hw : phase N j - u ≠ 0 := fun h0 => by
      rw [h0, zero_mul] at hq
      exact hD (by linear_combination hq)
    have hz : contourPoint c r N j - x = r * (phase N j - u) := by
      rw [contourPoint]
      linear_combination hx
    rw [hz, div_eq_div_iff (mul_ne_zero hr' hw) hD, contourPoint]
    linear_combination (r * phase N j) * hq
  have hN' : (N : ℂ) ≠ 0 := Nat.cast_ne_zero.mpr hN
  simp only [circleFilter, hterm]
  rw [← Finset.sum_div, Finset.sum_neg_distrib, sum_quotientSum hN u, smul_eq_mul, mul_one,
    neg_neg, ← mul_div_assoc, one_div_mul_cancel hN']

/-- Let `N ≥ 1`, `r > 0` and `U = (H - c)/r`. If `1 + U^N` is invertible, then all shifted
matrices `z_j - H` are invertible and the matrix filter equals `(1 + U^N)⁻¹`. -/
theorem matrixFilter_eq {N : ℕ} (hN : N ≠ 0) {c : ℂ} {r : ℝ} (hr : 0 < r)
    (H : Matrix n n ℂ) (h : IsUnit (1 + scaledMatrix c r H ^ N)) :
    (∀ j, IsUnit (contourPoint c r N j • (1 : Matrix n n ℂ) - H)) ∧
      matrixFilter c r N H = (1 + scaledMatrix c r H ^ N)⁻¹ := by
  have hr' : (r : ℂ) ≠ 0 := by exact_mod_cast hr.ne'
  have hH : (r : ℂ) • scaledMatrix c r H = H - c • (1 : Matrix n n ℂ) := by
    rw [scaledMatrix, smul_smul, mul_inv_cancel₀ hr', one_smul]
  generalize scaledMatrix c r H = U at h hH ⊢
  have hD : (1 + U ^ N) * (1 + U ^ N)⁻¹ = 1 :=
    Matrix.mul_nonsing_inv _ ((Matrix.isUnit_iff_isUnit_det _).mp h)
  have hshift : ∀ j, contourPoint c r N j • (1 : Matrix n n ℂ) - H
      = (r : ℂ) • (phase N j • (1 : Matrix n n ℂ) - U) := by
    intro j
    rw [smul_sub, hH, contourPoint]
    module
  -- the explicit resolvent at each quadrature point
  have hinv : ∀ j, (contourPoint c r N j • (1 : Matrix n n ℂ) - H) *
      (-(r : ℂ)⁻¹ • (quotientSum N (phase N j) U * (1 + U ^ N)⁻¹)) = 1 := by
    intro j
    rw [hshift, Matrix.smul_mul, Matrix.mul_smul, smul_smul, ← mul_assoc,
      phase_sub_mul hN, neg_mul, hD, mul_neg, mul_inv_cancel₀ hr']
    simp
  refine ⟨fun j => ⟨⟨_, _, hinv j, mul_eq_one_comm.mp (hinv j)⟩, rfl⟩, ?_⟩
  have hterm : ∀ j, (contourPoint c r N j - c) •
      (contourPoint c r N j • (1 : Matrix n n ℂ) - H)⁻¹
      = -((phase N j • quotientSum N (phase N j) U) * (1 + U ^ N)⁻¹) := by
    intro j
    have hs : (contourPoint c r N j - c) * -(r : ℂ)⁻¹ = -phase N j := by
      rw [contourPoint]
      linear_combination (-phase N j) * mul_inv_cancel₀ hr'
    rw [Matrix.inv_eq_right_inv (hinv j), smul_smul, hs, Matrix.smul_mul, neg_smul]
  simp only [matrixFilter, hterm]
  rw [Finset.sum_neg_distrib, ← Finset.sum_mul, sum_quotientSum hN U, Matrix.smul_mul,
    one_mul, neg_smul, neg_neg, smul_smul, one_div,
    inv_mul_cancel₀ (Nat.cast_ne_zero.mpr hN), one_smul]

end

end CircularSpectralFilter
```

```lean
#print axioms CircularSpectralFilter.circleFilter_eq
#print axioms CircularSpectralFilter.matrixFilter_eq
```

```
'CircularSpectralFilter.circleFilter_eq' depends on axioms: [propext, Classical.choice, Quot.sound]
'CircularSpectralFilter.matrixFilter_eq' depends on axioms: [propext, Classical.choice, Quot.sound]
```

## What the two filter theorems guarantee

`phase N j` is $w_j$, `contourPoint c r N j` is $z_j$, and `scaledMatrix c r H` is $U$. `circleFilter` and `matrixFilter` are the quadrature sums themselves, with `range N` supplying $j=0,\dots,N-1$; the closed form is not part of their definitions.

`circleFilter_eq` assumes `N ≠ 0`, `0 < r` and $u^N\ne-1$. `matrixFilter_eq` replaces the last condition by `IsUnit (1 + scaledMatrix c r H ^ N)`. It doesn't require $H$ to be Hermitian or diagonalisable. Lean's matrix `⁻¹` returns zero for a singular matrix, so the theorem also states that each shifted matrix is invertible, which makes every term a true resolvent.

## How the lemmas carry the algebra

`phase_pow` and `sum_phase_pow` are the two facts about powers of the phases; the second uses Mathlib's primitive root and its geometric sum. `quotientSum` is $Q_j$, defined in any complex algebra so that numbers and matrices share the same lemmas. `phase_sub_mul` is the telescoped product, obtained from `mul_geom_sum₂` because a scalar commutes with $U$. `sum_quotientSum` exchanges the sums with `Finset.sum_comm` and isolates $k=N-1$ with `Finset.sum_eq_single`.

In the scalar theorem, `div_eq_div_iff` cross-multiplies each term and `linear_combination` closes the algebra. In the matrix theorem, `hinv` verifies the explicit right inverse, `mul_eq_one_comm` makes it two-sided, and `Matrix.inv_eq_right_inv` substitutes it into the sum.

## Limits for a working code

The theorems concern exact complex numbers and exact inverses. They do not bound rounding errors or the error of an iterative solver, which can grow when an eigenvalue lies close to some $z_j$. They also give no error estimate against the sharp projector, and the sum is in general not a projector at finite $N$.

The matrix is finite and the basis orthonormal; a generalised problem with an overlap matrix $S$ and shifts $z_jS-H$ needs its own statement. The closed form here is for this circular rule: other contours, other weights, or points rotated by a fraction of their spacing need their own formula.
